# Hellmann–Feynman derivative from the electron density on a finite grid, for a continuous eigenstate

## Can the density formula for dE/dR be made rigorous?

Without the Hellmann–Feynman theorem, the slope of the energy with respect to a nuclear coordinate R seems to need the derivative of the whole N-electron wavefunction. Finite differences avoid that, but they cost further eigenvalue solutions for each coordinate and subtract nearly equal energies.

When R enters only through a local one-body potential and a constant, the theorem says that the density is enough. I have N electrons on a finite grid X, with

H(R) = K + Σᵢ v_R(xᵢ) + U(R).

Here K is a fixed Hermitian operator, v_R is the external potential, and U is the nuclear repulsion. For a normalized eigenstate with electron density n, I expect

dE/dR = Σₓ n(x) dv_R(x)/dR + U′(R).

The usual derivation differentiates Ψ and E without asking whether they are differentiable. Can this be proved with its assumptions in the open, and checked by machine?

## A continuous eigenstate is enough

Yes, and neither E nor Ψ has to be assumed differentiable. If v and U are differentiable at R₀, the eigenvalue equation holds near R₀, and Ψ is continuous at R₀ with norm 1 there, then E is differentiable at R₀ and has the expected derivative.

### Comparing two geometries

A configuration c assigns a grid point c(i) to each electron i. Its potential energy is

W_R(c) = Σᵢ v_R(c(i)) + U(R).

Write Φ for Ψ at R₀, Ψ_R for the state at R, and ⟨Φ, Ψ_R⟩ = Σ_c Φ(c)* Ψ_R(c). The two eigenvalue equations give the action of K:

(KΨ_R)(c) = (E(R) − W_R(c)) Ψ_R(c)

(KΦ)(c) = (E(R₀) − W_R₀(c)) Φ(c)

Since K is Hermitian, ⟨Φ, KΨ_R⟩ = ⟨KΦ, Ψ_R⟩. The energies and potentials are real, so inserting both equations and rearranging gives

(E(R) − E(R₀)) ⟨Φ, Ψ_R⟩ = Σ_c Φ(c)* Ψ_R(c) (W_R(c) − W_R₀(c)).

This is exact for any separation of the two geometries. As R → R₀, continuity sends the overlap to ⟨Φ, Φ⟩ = 1, so it is nonzero close to R₀. Dividing by the overlap and by R − R₀ gives

(E(R) − E(R₀))/(R − R₀) = [Σ_c Φ(c)* Ψ_R(c) (W_R(c) − W_R₀(c))/(R − R₀)] / ⟨Φ, Ψ_R⟩.

The right-hand side has a limit, because the sum is finite and each W_R(c) is differentiable. Writing v′ and U′ for the derivatives at R₀, we get

E′(R₀) = Σ_c |Φ(c)|² (Σᵢ v′(c(i)) + U′).

The density is

n(x) = Σᵢ Σ_{c : c(i) = x} |Φ(c)|².

Grouping the configurations by the position of electron i turns the first term into Σₓ n(x) v′(x). Normalization turns the second into U′. Hence

E′(R₀) = Σₓ n(x) v′(x) + U′.

### Two sites with hopping

Take one electron on two sites with potentials R and −R and hopping element −1. Here R is a model distortion coordinate, and U(R) = 2R²/5 is an elastic energy in place of the nuclear repulsion. The lower energy is

E(R) = −√(R² + 1) + 2R²/5.

At R = 3/4 the electronic matrix has rows (3/4, −1) and (−1, −3/4). Its lower eigenvalue is −5/4, with normalized eigenvector (1, 2)/√5, so the densities are 1/5 and 4/5. The potential derivatives are 1 and −1, which gives

Σₓ n(x) v′(x) = 1/5 − 4/5 = −3/5.

Direct differentiation gives the same electronic slope, −R/√(R² + 1) = −3/5. Since U′ = 4R/5 = 3/5, the total slope vanishes. The second derivative is −64/125 + 4/5 > 0, so this is a local minimum.

### The same sites without hopping

Now set the hopping and U to zero. The lower level is −|R|, with the electron on site 0 for R ≤ 0 and on site 1 for R > 0. Every state is normalized and satisfies its eigenvalue equation, but the state jumps at R = 0. The slope of the energy is 1 on the left and −1 on the right, so there is no derivative. The density at R = 0 sits on site 0 and gives 1, the left slope only. What fails here is continuity of the eigenstate.

### The Lean file

```lean
import Mathlib

open Matrix Filter
open scoped Topology

namespace GridHellmannFeynman

noncomputable section

variable {X : Type*} [Fintype X] [DecidableEq X] {N : ℕ}

/-- The potential energy of a configuration `c` of `N` electrons: the external potential `v`
summed over the electrons, plus a constant `u`. -/
def potential (v : X → ℝ) (u : ℝ) (c : Fin N → X) : ℝ := (∑ i, v (c i)) + u

/-- The Hamiltonian: a fixed operator `K` plus multiplication by the potential energy. -/
def hamiltonian (K : Matrix (Fin N → X) (Fin N → X) ℂ) (v : X → ℝ) (u : ℝ) :
    Matrix (Fin N → X) (Fin N → X) ℂ :=
  K + diagonal (fun c => (potential v u c : ℂ))

/-- The electron density at grid point `x`: the weight of finding electron `i` at `x`,
summed over all electrons. -/
def density (Ψ : (Fin N → X) → ℂ) (x : X) : ℝ :=
  ∑ i, ∑ c : Fin N → X, if c i = x then ‖Ψ c‖ ^ 2 else 0

/-- The sum of a one-body function `f` against the density equals the sum over configurations of `‖Ψ
c‖ ^ 2` times the total of `f` over the electrons. -/
theorem density_pairing (Ψ : (Fin N → X) → ℂ) (f : X → ℝ) :
    ∑ x, density Ψ x * f x = ∑ c, ‖Ψ c‖ ^ 2 * ∑ i, f (c i) := by
  simp only [density, Finset.sum_mul, Finset.mul_sum, ite_mul, zero_mul]
  conv_lhs => rw [Finset.sum_comm]
  conv_rhs => rw [Finset.sum_comm]
  refine Finset.sum_congr rfl fun i _ => ?_
  rw [Finset.sum_comm]
  refine Finset.sum_congr rfl fun c _ => ?_
  simp

/-- The density of a normalized state sums to the number of electrons. -/
theorem sum_density (Ψ : (Fin N → X) → ℂ) (hnorm : ∑ c, ‖Ψ c‖ ^ 2 = 1) :
    ∑ x, density Ψ x = N := by
  have h := density_pairing Ψ (fun _ => 1)
  simp only [mul_one, Finset.sum_const, Finset.card_univ, Fintype.card_fin,
    nsmul_eq_mul] at h
  rw [← Finset.sum_mul, hnorm, one_mul] at h
  exact h

/-- For eigenstates `Φ` and `Ψ` of two Hamiltonians with the same `K`, the energy difference
times the overlap is the matrix element of the potential difference. -/
theorem transition_identity {K : Matrix (Fin N → X) (Fin N → X) ℂ} (hK : K.IsHermitian)
    {v w : X → ℝ} {u s E F : ℝ} {Φ Ψ : (Fin N → X) → ℂ}
    (hΦ : hamiltonian K v u *ᵥ Φ = (E : ℂ) • Φ)
    (hΨ : hamiltonian K w s *ᵥ Ψ = (F : ℂ) • Ψ) :
    ((F - E : ℝ) : ℂ) * (star Φ ⬝ᵥ Ψ) =
      ∑ c, star (Φ c) * Ψ c * ((potential w s c - potential v u c : ℝ) : ℂ) := by
  -- K can be moved from one state to the other
  have h1 : star Φ ⬝ᵥ (K *ᵥ Ψ) = star (K *ᵥ Φ) ⬝ᵥ Ψ := by
    rw [Matrix.star_mulVec, hK.eq, Matrix.dotProduct_mulVec]
  -- the eigenvalue equations give the action of K on each state
  have h2 : ∀ c, (K *ᵥ Ψ) c = ((F : ℂ) - (potential w s c : ℂ)) * Ψ c := by
    intro c
    have h := congrFun hΨ c
    simp only [hamiltonian, Matrix.add_mulVec, Pi.add_apply, Matrix.mulVec_diagonal,
      Pi.smul_apply, smul_eq_mul] at h
    linear_combination h
  have h3 : ∀ c, (K *ᵥ Φ) c = ((E : ℂ) - (potential v u c : ℂ)) * Φ c := by
    intro c
    have h := congrFun hΦ c
    simp only [hamiltonian, Matrix.add_mulVec, Pi.add_apply, Matrix.mulVec_diagonal,
      Pi.smul_apply, smul_eq_mul] at h
    linear_combination h
  simp only [dotProduct, Pi.star_apply, h2, h3] at h1
  simp only [dotProduct, Pi.star_apply, Finset.mul_sum]
  rw [← sub_eq_zero, ← Finset.sum_sub_distrib] at h1 ⊢
  refine Eq.trans (Finset.sum_congr rfl fun c _ => ?_) h1
  simp only [Complex.star_def, map_mul, map_sub, Complex.conj_ofReal]
  push_cast
  ring

/-- **Hellmann-Feynman theorem** in density form: along a continuous eigenstate, normalized at
`R₀`, the energy is differentiable at `R₀`, and its derivative is the density summed against
the derivative of the external potential, plus the derivative of `U`. -/
theorem hellmann_feynman {K : Matrix (Fin N → X) (Fin N → X) ℂ} (hK : K.IsHermitian)
    {v : ℝ → X → ℝ} {U E : ℝ → ℝ} {Ψ : ℝ → (Fin N → X) → ℂ} {R₀ : ℝ} {v' : X → ℝ} {U' : ℝ}
    (hv : ∀ x, HasDerivAt (fun R => v R x) (v' x) R₀) (hU : HasDerivAt U U' R₀)
    (hΨ : ContinuousAt Ψ R₀) (hnorm : ∑ c, ‖Ψ R₀ c‖ ^ 2 = 1)
    (heig : ∀ᶠ R in 𝓝 R₀, hamiltonian K (v R) (U R) *ᵥ Ψ R = (E R : ℂ) • Ψ R) :
    HasDerivAt E (∑ x, density (Ψ R₀) x * v' x + U') R₀ := by
  have hW : ∀ c : Fin N → X,
      HasDerivAt (fun R => potential (v R) (U R) c) (potential v' U' c) R₀ := by
    intro c
    unfold potential
    exact (HasDerivAt.fun_sum fun i _ => hv (c i)).fun_add hU
  have hz : ∀ z : ℂ, star z * z = ((‖z‖ ^ 2 : ℝ) : ℂ) := by
    intro z
    rw [Complex.star_def, mul_comm, Complex.mul_conj, Complex.normSq_eq_norm_sq]
  have hc : ∀ c, Tendsto (fun R => Ψ R c) (𝓝[≠] R₀) (𝓝 (Ψ R₀ c)) := fun c =>
    (continuousAt_pi.1 hΨ c).tendsto.mono_left nhdsWithin_le_nhds
  -- the overlap with the state at R₀ tends to one
  have h1 : star (Ψ R₀) ⬝ᵥ Ψ R₀ = 1 := by
    simp only [dotProduct, Pi.star_apply, hz]
    exact_mod_cast hnorm
  have hg : Tendsto (fun R => star (Ψ R₀) ⬝ᵥ Ψ R) (𝓝[≠] R₀)
      (𝓝 (star (Ψ R₀) ⬝ᵥ Ψ R₀)) :=
    tendsto_finsetSum _ fun c _ => (hc c).const_mul _
  rw [h1] at hg
  -- the matrix element of the difference quotient tends to an expectation value
  have hnum : Tendsto (fun R => ∑ c, star (Ψ R₀ c) * Ψ R c *
        ((slope (fun S => potential (v S) (U S) c) R₀ R : ℝ) : ℂ)) (𝓝[≠] R₀)
      (𝓝 (∑ c, star (Ψ R₀ c) * Ψ R₀ c * (potential v' U' c : ℂ))) :=
    tendsto_finsetSum _ fun c _ => ((hc c).const_mul _).mul
      ((Complex.continuous_ofReal.tendsto _).comp (hasDerivAt_iff_tendsto_slope.1 (hW c)))
  have hexp : ∑ c, ‖Ψ R₀ c‖ ^ 2 * potential v' U' c =
      ∑ x, density (Ψ R₀) x * v' x + U' := by
    rw [density_pairing]
    simp only [potential, mul_add, Finset.sum_add_distrib]
    rw [← Finset.sum_mul, hnorm, one_mul]
  have hlim : ∑ c, star (Ψ R₀ c) * Ψ R₀ c * (potential v' U' c : ℂ) =
      ((∑ x, density (Ψ R₀) x * v' x + U' : ℝ) : ℂ) := by
    simp only [hz]
    exact_mod_cast hexp
  have hq := hnum.div hg one_ne_zero
  rw [hlim, div_one] at hq
  have hre := (Complex.continuous_re.tendsto _).comp hq
  rw [Complex.ofReal_re] at hre
  rw [hasDerivAt_iff_tendsto_slope]
  refine Tendsto.congr' ?_ hre
  -- near R₀ the quotient is exactly the difference quotient of the energy
  filter_upwards [hg.eventually_ne one_ne_zero, heig.filter_mono nhdsWithin_le_nhds]
    with R hR1 hR2
  have key := transition_identity hK heig.self_of_nhds hR2
  have hs : (∑ c, star (Ψ R₀ c) * Ψ R c *
        ((slope (fun S => potential (v S) (U S) c) R₀ R : ℝ) : ℂ)) /
      (star (Ψ R₀) ⬝ᵥ Ψ R) = ((slope E R₀ R : ℝ) : ℂ) := by
    rw [div_eq_iff hR1]
    simp only [slope_def_field, Complex.ofReal_div]
    rw [div_mul_eq_mul_div, key, Finset.sum_div]
    refine Finset.sum_congr rfl fun c _ => ?_
    ring
  exact congrArg Complex.re hs

/-- At a local minimum of the energy where the eigenstate is continuous and normalized, the density
summed against the derivative of the external potential is minus the derivative of `U`. -/
theorem force_balance {K : Matrix (Fin N → X) (Fin N → X) ℂ} (hK : K.IsHermitian)
    {v : ℝ → X → ℝ} {U E : ℝ → ℝ} {Ψ : ℝ → (Fin N → X) → ℂ} {R₀ : ℝ} {v' : X → ℝ} {U' : ℝ}
    (hv : ∀ x, HasDerivAt (fun R => v R x) (v' x) R₀) (hU : HasDerivAt U U' R₀)
    (hΨ : ContinuousAt Ψ R₀) (hnorm : ∑ c, ‖Ψ R₀ c‖ ^ 2 = 1)
    (heig : ∀ᶠ R in 𝓝 R₀, hamiltonian K (v R) (U R) *ᵥ Ψ R = (E R : ℂ) • Ψ R)
    (hmin : IsLocalMin E R₀) :
    ∑ x, density (Ψ R₀) x * v' x = -U' := by
  have h := hmin.hasDerivAt_eq_zero (hellmann_feynman hK hv hU hΨ hnorm heig)
  linarith

/-- A two-site potential with value `R` on site 0 and `-R` on site 1. -/
def crossingPotential (R : ℝ) (x : Fin 2) : ℝ := if x = 0 then R else -R

/-- Site 0 for `R ≤ 0` and site 1 for `R > 0`. -/
def lowerSite (R : ℝ) : Fin 2 := if R ≤ 0 then 0 else 1

/-- The state of one electron localized on the site `lowerSite R`. -/
def crossingState (R : ℝ) : (Fin 1 → Fin 2) → ℂ := Pi.single (fun _ => lowerSite R) 1

/-- For one electron on two sites with `K = 0` and no constant term, the states `crossingState R`
are normalized eigenstates with energy `-|R|`, and this energy is not differentiable at `0`. -/
theorem level_crossing :
    (∀ R : ℝ, hamiltonian (0 : Matrix (Fin 1 → Fin 2) (Fin 1 → Fin 2) ℂ)
        (crossingPotential R) 0 *ᵥ crossingState R = ((-|R| : ℝ) : ℂ) • crossingState R ∧
      ∑ c, ‖crossingState R c‖ ^ 2 = 1) ∧
    ¬ DifferentiableAt ℝ (fun R : ℝ => -|R|) 0 := by
  refine ⟨fun R => ⟨?_, ?_⟩, fun h => ?_⟩
  · have hs : crossingPotential R (lowerSite R) = -|R| := by
      rcases le_or_gt R 0 with h | h
      · simp [crossingPotential, lowerSite, h, abs_of_nonpos h]
      · simp [crossingPotential, lowerSite, not_le.2 h, abs_of_pos h]
    have hp : potential (crossingPotential R) 0 (fun _ : Fin 1 => lowerSite R) = -|R| := by
      simp [potential, hs]
    ext c
    simp only [hamiltonian, zero_add, Matrix.mulVec_diagonal, Pi.smul_apply, smul_eq_mul]
    by_cases h : c = fun _ => lowerSite R
    · rw [h, hp]
    · simp [crossingState, Pi.single_eq_of_ne h]
  · rw [Finset.sum_eq_single (fun _ => lowerSite R)]
    · simp [crossingState]
    · intro b _ hb
      simp [crossingState, Pi.single_eq_of_ne hb]
    · simp
  · exact not_differentiableAt_abs_zero
      (h.neg.congr_of_eventuallyEq (Eventually.of_forall fun x => by simp))

end

end GridHellmannFeynman
```

```lean
#print axioms GridHellmannFeynman.sum_density
#print axioms GridHellmannFeynman.hellmann_feynman
#print axioms GridHellmannFeynman.force_balance
#print axioms GridHellmannFeynman.level_crossing
```

```
'GridHellmannFeynman.sum_density' depends on axioms: [propext, Classical.choice, Quot.sound]
'GridHellmannFeynman.hellmann_feynman' depends on axioms: [propext, Classical.choice, Quot.sound]
'GridHellmannFeynman.force_balance' depends on axioms: [propext, Classical.choice, Quot.sound]
'GridHellmannFeynman.level_crossing' depends on axioms: [propext, Classical.choice, Quot.sound]
```

### What the theorem says about the physics

Configurations are functions `Fin N → X`, and a wavefunction assigns a complex number to each. `K` is a complex matrix indexed by configurations; it can hold the kinetic energy and the electron–electron interaction. `hamiltonian` adds the potential energy as a diagonal matrix. `density` is the n(x) above: electrons per grid point, with no volume factor. For a normalized state it sums to N, by `sum_density`.

In `hellmann_feynman`, the hypotheses read as follows:

- `hK` says that K is Hermitian.
- `hv` and `hU` say that the potential at each grid point and U have derivatives `v' x` and `U'` at `R₀`.
- `hΨ` is continuity of the eigenstate at `R₀`, and `hnorm` is its normalization there. No normalization is required at other R.
- `heig` is the eigenvalue equation, with real energy, for all R in some neighbourhood of `R₀`.

The conclusion, `HasDerivAt E (...) R₀`, says that E is differentiable at `R₀` with the stated derivative. The physical force along R is minus this number. `force_balance` adds the assumption that E has a local minimum at `R₀`, and concludes that the electronic term equals `-U'`.

The eigenstate may be excited, and antisymmetry is not required, so fermionic states are a special case. Spin can be included by letting X consist of pairs of a grid point and a spin label.

The existence of a continuous eigenstate is assumed, not derived. R is a single real parameter and enters only through the local one-body potential v, which acts by multiplication, and the constant U, which is why the density suffices. A parameter inside the kinetic energy, such as a mass, belongs to the general Hellmann–Feynman formula but not to this theorem. Basis functions that move with the nuclei are also outside this theorem, since they generally make the matrix K depend on R; if they are not orthonormal, the derivative of their overlaps enters as well. For exact eigenstates on a fixed finite grid with a local external potential, the result supplies the energy slope used in geometry optimization, one coordinate at a time.

### How the proof follows the derivation

`density_pairing` is the regrouping step: it exchanges the finite sums until, for each electron and configuration, only the grid point x = c(i) contributes. `sum_density` applies it to the constant function 1.

`transition_identity` is the exact two-geometry equation. Its step `h1` moves K from one state to the other by Hermiticity. Steps `h2` and `h3` read off the action of K from the eigenvalue equations, one configuration at a time. The rest substitutes these into `h1` and compares the two sums term by term.

`hellmann_feynman` takes the limit. `hW` differentiates the potential energy of each configuration, `hg` shows that the overlap tends to 1, and `hnum` gives the limit of the sum containing the difference quotients. `hexp` rewrites that limit through the density. The limits are taken over R ≠ R₀, and `hq` divides them. The quotient is complex, so the proof passes to real parts. The final `filter_upwards` block restricts to R near `R₀`, where the overlap is nonzero and the eigenvalue equation holds. There `transition_identity` shows that the quotient equals the difference quotient of E, so E has the required derivative.

`force_balance` combines this with the vanishing of the derivative at a local minimum. `level_crossing` is the example without hopping: it checks the eigenvalue equation and the norm for every R by splitting on the sign of R and on the configuration, and then uses the fact that |R| is not differentiable at 0.
